# Two valence electrons per anion dangling orbital at any cation-anion coupling, when the bare cation levels lie above zero and the bare anion levels below

Take one cation dangling orbital at energy $a>0$ and one anion dangling orbital at $-b<0$, coupled by a complex number $t$:

$$H=\begin{pmatrix} a & t\\ t^* & -b\end{pmatrix},\qquad \det H=-(ab+|t|^2)<0 .$$

The product of the two eigenvalues is negative, so one level lies below zero and one above, whatever $t$ is. Filling the lower one takes two electrons. Coupling pushes the levels apart and never carries one through zero.

A reconstructed compound-semiconductor surface has many such orbitals, say $p$ on cations and $m$ on anions, and one asks how many electrons fill the valence states that these orbitals form, meaning their levels below zero. Write

$$H=\begin{pmatrix} A & T\\ T^* & -B\end{pmatrix},$$

where $A$ is the cation block, $-B$ the anion block, $T$ any complex $p\times m$ coupling matrix and the star the conjugate transpose. If $A$ and $B$ are Hermitian positive definite, $H$ is invertible with exactly $m$ negative and $p$ positive eigenvalues, counted with multiplicity. The valence states then hold $2m$ electrons. This supports the electron count of the filled-anion, empty-cation picture, for a finite, non-interacting model with orthonormal orbitals. It does not say that the filled states sit on the anions: at strong coupling the cation weight of a filled state can come close to one half, though it always stays below it.

## Hermitian blocks and conjugate couplings

Physically, Hermiticity makes the energies real. It requires $A=A^*$, $B=B^*$ and a lower-left block that is the conjugate transpose of $T$.

By hand, it supplies an orthonormal eigenbasis. If $\lambda_i$ are the eigenvalues of $H$ and $c_i$ the amplitudes of a vector $v$ in that basis, then

$$v^*Hv=\sum_i \lambda_i|c_i|^2 .$$

For $v\neq0$ the normalised expectation value is $v^*Hv/v^*v$, which has the same sign.

If the lower-left block may be unrelated to $T$, the result fails even for $A=B=1$: the matrix $\begin{pmatrix}1&1\\-1&-1\end{pmatrix}$ squares to zero and is not invertible.

In the code, `p` and `m` are finite index types, one element per orbital, and the numbers called $p$ and $m$ here are `Fintype.card p` and `Fintype.card m`. The type `k` labels coordinates and is not a wave vector.

In Lean 4 with Mathlib:

```lean
import Mathlib

open Matrix
open scoped ComplexOrder

namespace SurfaceElectronCounting

noncomputable section

variable {n k p m : Type*} [Fintype n] [DecidableEq n] [Fintype k]
```

`energy` is the unnormalised form $v^*Hv$, with the vector called `x`.

```lean
/-- The energy form `x* H x` (real part) of an orbital vector `x`, not normalised. -/
def energy {n : Type*} [Fintype n] (H : Matrix n n ℂ) (x : n → ℂ) : ℝ :=
  (star x ⬝ᵥ H *ᵥ x).re
```

The argument `B` of `surfaceH` enters with a minus sign, so the bare anion levels are the eigenvalues of $-B$.

```lean
/-- The dangling-bond Hamiltonian: cation block `A`, anion block `-B`, coupling `T`. -/
def surfaceH {p m : Type*} (A : Matrix p p ℂ) (T : Matrix p m ℂ) (B : Matrix m m ℂ) :
    Matrix (p ⊕ m) (p ⊕ m) ℂ :=
  fromBlocks A T Tᴴ (-B)
```

Levels are counted through Mathlib's indexed eigenvalues, in which a degenerate level appears once per dimension of its eigenspace.

```lean
/-- The number of levels below zero energy, counted with multiplicity. -/
def valenceLevels {H : Matrix n n ℂ} (hH : H.IsHermitian) : ℕ :=
  (Finset.univ.filter fun i => hH.eigenvalues i < 0).card

/-- The number of levels above zero energy, counted with multiplicity. -/
def conductionLevels {H : Matrix n n ℂ} (hH : H.IsHermitian) : ℕ :=
  (Finset.univ.filter fun i => 0 < hH.eigenvalues i).card
```

The electron number is a sum of occupations. The factor two stands for spin degeneracy and is fixed by definition; the theorems do not derive it from a spin Hamiltonian.

```lean
/-- The number of electrons when each level below zero energy holds two and every other
level is empty. -/
def valenceElectrons {H : Matrix n n ℂ} (hH : H.IsHermitian) : ℕ :=
  ∑ i, if hH.eigenvalues i < 0 then 2 else 0

/-- The dangling-bond Hamiltonian is Hermitian when its blocks `A` and `B` are. -/
theorem surfaceH_isHermitian {A : Matrix p p ℂ} {B : Matrix m m ℂ}
    (hA : A.IsHermitian) (hB : B.IsHermitian) (T : Matrix p m ℂ) :
    (surfaceH A T B).IsHermitian :=
  IsHermitian.fromBlocks hA rfl hB.neg
```

The next lemma is the eigenbasis expansion. It writes $H=UDU^*$ by the spectral theorem, with $U$ the unitary matrix of eigenvectors and $D$ the diagonal matrix of eigenvalues, moves $U$ onto the vector, and reads off the diagonal form with $c=U^*v$.

```lean
/-- The energy form of a Hermitian matrix is the sum of its eigenvalues weighted by the
squared amplitudes in the eigenbasis. -/
theorem energy_eq_sum {H : Matrix n n ℂ} (hH : H.IsHermitian) (x : n → ℂ) :
    energy H x = ∑ i, hH.eigenvalues i *
      Complex.normSq ((star (hH.eigenvectorUnitary : Matrix n n ℂ) *ᵥ x) i) := by
  set U : Matrix n n ℂ := (hH.eigenvectorUnitary : Matrix n n ℂ) with hU
  have hs : H = U * diagonal (fun i => (hH.eigenvalues i : ℂ)) * star U := by
    have h := hH.spectral_theorem
    rw [Unitary.conjStarAlgAut_apply] at h
    exact h
  have e : (star U)ᴴ = U := conjTranspose_conjTranspose U
  -- pass to the amplitudes in the eigenbasis
  have key : star x ⬝ᵥ H *ᵥ x = star (star U *ᵥ x) ⬝ᵥ
      (diagonal (fun i => (hH.eigenvalues i : ℂ)) *ᵥ (star U *ᵥ x)) := by
    conv_lhs => rw [hs]
    rw [star_mulVec, e, ← dotProduct_mulVec]
    simp only [mulVec_mulVec, Matrix.mul_assoc]
  rw [energy, key]
  generalize star U *ᵥ x = c
  simp only [dotProduct, mulVec_diagonal, Pi.star_apply, Complex.re_sum]
  refine Finset.sum_congr rfl fun i _ => ?_
  simp [Complex.normSq_apply]
  ring
```

## Bare cation levels above zero, bare anion levels below

Positive definiteness of $A$ says that every level of the cation orbitals among themselves lies above the chosen zero of energy. For $B$ it says that every level of the anion orbitals among themselves lies below it. Zero thus plays the part of a Fermi level inside the gap of the uncoupled system.

By hand, split $v$ into a cation part $x$ and an anion part $y$:

$$v^*Hv=x^*Ax-y^*By+2\,\mathrm{Re}\,x^*Ty .$$

The coupling term vanishes when either part is zero. The form is therefore positive on nonzero pure cation vectors and negative on nonzero pure anion vectors.

Suppose $H$ had fewer than $p$ positive eigenvalues. Requiring $c_i=0$ for each of them puts fewer than $p$ linear conditions on $x$, so some nonzero $x$ meets them all. Its energy $\sum_i\lambda_i|c_i|^2$ would then contain no positive term, a contradiction. Hence there are at least $p$ positive eigenvalues and, by the same argument for $-H$, at least $m$ negative ones. Since there are $p+m$ in total, both bounds are equalities.

Hermiticity of $A$ alone is not enough for the electron count. With $A=-1$, $B=1$ and $T=0$, both levels are negative and hold four electrons. Positive diagonal entries of $A$ are not enough either: two cation orbitals at energy $1$, coupled to each other by $2$, have levels $3$ and $-1$. The freedom in the coupling concerns $T$ and not the couplings inside $A$ or $B$.

The proof states the counting argument once, with a real factor `s` later set to $1$ or $-1$. The map `L` sends a vector to its amplitudes on eigenvectors for which `s` times the eigenvalue is positive. If `L` sent a nonzero vector to zero, every term in `s` times the energy sum would be nonpositive, against `hJ`. So `L` is injective, and comparing dimensions gives the bound.

```lean
/-- Let `H` be Hermitian and `J` linear. If `s` times the energy form of `H` is positive at `J x`
for every nonzero `x`, then at least `Fintype.card k` eigenvalues of `H`, counted with multiplicity,
have a positive product with `s`. -/
theorem card_le_of_definite {H : Matrix n n ℂ} (hH : H.IsHermitian) (s : ℝ)
    (J : (k → ℂ) →ₗ[ℂ] (n → ℂ)) (hJ : ∀ x, x ≠ 0 → 0 < s * energy H (J x)) :
    Fintype.card k ≤ (Finset.univ.filter fun i => 0 < s * hH.eigenvalues i).card := by
  -- project onto the eigenvectors of the right sign
  let L : (k → ℂ) →ₗ[ℂ] ({i // 0 < s * hH.eigenvalues i} → ℂ) :=
    (LinearMap.funLeft ℂ ℂ Subtype.val) ∘ₗ
      (mulVecLin (star (hH.eigenvectorUnitary : Matrix n n ℂ))) ∘ₗ J
  have hL : Function.Injective L := by
    rw [injective_iff_map_eq_zero]
    intro x hx
    by_contra hne
    have h := hJ x hne
    rw [energy_eq_sum hH, Finset.mul_sum] at h
    refine absurd h (not_lt_of_ge (Finset.sum_nonpos fun i _ => ?_))
    rw [← mul_assoc]
    by_cases hi : 0 < s * hH.eigenvalues i
    · have hc : (star (hH.eigenvectorUnitary : Matrix n n ℂ) *ᵥ J x) i = 0 :=
        congrFun hx ⟨i, hi⟩
      rw [hc]
      simp
    · exact mul_nonpos_iff.mpr (Or.inr ⟨not_lt.mp hi, Complex.normSq_nonneg _⟩)
  have h := LinearMap.finrank_le_finrank_of_injective hL
  rwa [Module.finrank_fintype_fun_eq_card, Module.finrank_fintype_fun_eq_card,
    Fintype.card_subtype] at h
```

Definiteness enters the energy through `energy_pos`.

```lean
variable [Fintype p] [Fintype m]

/-- A positive definite matrix gives every nonzero vector a positive energy. -/
theorem energy_pos {A : Matrix p p ℂ} (hA : A.PosDef) {x : p → ℂ} (hx : x ≠ 0) :
    0 < energy A x :=
  (Complex.lt_def.mp (hA.dotProduct_mulVec_pos hx)).1
```

The two off-diagonal terms are complex conjugates, so their real parts agree. This gives the factor 2 in the block formula.

```lean
/-- The two off-diagonal blocks contribute equally to the energy. -/
theorem coupling_re (T : Matrix p m ℂ) (x : p → ℂ) (y : m → ℂ) :
    (star y ⬝ᵥ Tᴴ *ᵥ x).re = (star x ⬝ᵥ T *ᵥ y).re := by
  have h : star y ⬝ᵥ Tᴴ *ᵥ x = star (star x ⬝ᵥ T *ᵥ y) := by
    rw [← star_dotProduct_star, star_star, star_mulVec, ← dotProduct_mulVec]
  rw [h]
  simp

/-- The energy of a state with cation part `x` and anion part `y` is the cation energy,
minus the `B` energy of the anion part, plus twice the real coupling term. -/
theorem energy_surfaceH (A : Matrix p p ℂ) (T : Matrix p m ℂ) (B : Matrix m m ℂ)
    (x : p → ℂ) (y : m → ℂ) :
    energy (surfaceH A T B) (Sum.elim x y) =
      energy A x - energy B y + 2 * (star x ⬝ᵥ T *ᵥ y).re := by
  have h : star (Sum.elim x y) ⬝ᵥ (surfaceH A T B *ᵥ Sum.elim x y) =
      star x ⬝ᵥ (A *ᵥ x + T *ᵥ y) + star y ⬝ᵥ (Tᴴ *ᵥ x + (-B) *ᵥ y) := by
    rw [surfaceH, fromBlocks_mulVec]
    simp only [dotProduct, Fintype.sum_sum_type, Pi.star_apply, Sum.elim_inl,
      Sum.elim_inr, Sum.elim_comp_inl, Sum.elim_comp_inr]
  rw [energy, h, neg_mulVec, dotProduct_add, dotProduct_add, dotProduct_neg]
  simp only [Complex.add_re, Complex.neg_re, coupling_re, energy]
  ring
```

## An energy inside the bare gap

Let $\mu$ be a real energy with $A-\mu$ and $B+\mu$ positive definite, so that it lies below all bare cation levels and above all bare anion levels. Then $\mu$ is not an eigenvalue of $H$, for any $T$: coupling puts no state into the bare gap.

By hand, $Hv=\mu v$ gives the two block equations

$$(A-\mu)x=-Ty,\qquad (B+\mu)y=T^*x .$$

Multiply the first by $x^*$ and the second by $y^*$, take real parts and add. The coupling terms cancel:

$$x^*(A-\mu)x+y^*(B+\mu)y=0 .$$

Neither term is negative, and each is positive unless its vector is zero. So $x=0$ and $y=0$.

If $A-\mu$ is only positive semidefinite, the conclusion can fail: for a single cation orbital at $\mu$ with $T=0$, the level $\mu$ is still there.

In the proof, `e1` and `e2` are the rearranged block equations, `hsum` is the vanishing sum, and the two contradictions after it show that each part vanishes.

```lean
variable [DecidableEq p] [DecidableEq m]

/-- If `A - μ` and `B + μ` are positive definite, so that `μ` lies below the bare cation
levels and above the bare anion levels, no coupling `T` produces a state at energy `μ`. -/
theorem no_state_in_gap {A : Matrix p p ℂ} {B : Matrix m m ℂ} (T : Matrix p m ℂ) (μ : ℝ)
    (hA : (A - (μ : ℂ) • (1 : Matrix p p ℂ)).PosDef)
    (hB : (B + (μ : ℂ) • (1 : Matrix m m ℂ)).PosDef)
    {v : p ⊕ m → ℂ} (hv : surfaceH A T B *ᵥ v = (μ : ℂ) • v) : v = 0 := by
  obtain ⟨x, hx⟩ : ∃ x : p → ℂ, x = v ∘ Sum.inl := ⟨_, rfl⟩
  obtain ⟨y, hy⟩ : ∃ y : m → ℂ, y = v ∘ Sum.inr := ⟨_, rfl⟩
  rw [surfaceH, fromBlocks_mulVec, ← hx, ← hy] at hv
  have h1 : A *ᵥ x + T *ᵥ y = (μ : ℂ) • x := by
    rw [hx] at hv ⊢
    ext i
    exact congrFun hv (Sum.inl i)
  have h2 : Tᴴ *ᵥ x + (-B) *ᵥ y = (μ : ℂ) • y := by
    rw [hy] at hv ⊢
    ext i
    exact congrFun hv (Sum.inr i)
  rw [neg_mulVec] at h2
  have e1 : (A - (μ : ℂ) • (1 : Matrix p p ℂ)) *ᵥ x = -(T *ᵥ y) := by
    rw [sub_mulVec, smul_mulVec, one_mulVec, ← h1]
    abel
  have e2 : (B + (μ : ℂ) • (1 : Matrix m m ℂ)) *ᵥ y = Tᴴ *ᵥ x := by
    rw [add_mulVec, smul_mulVec, one_mulVec, ← h2]
    abel
  -- the coupling cancels from the sum of the two shifted energies
  have hsum : energy (A - (μ : ℂ) • (1 : Matrix p p ℂ)) x +
      energy (B + (μ : ℂ) • (1 : Matrix m m ℂ)) y = 0 := by
    rw [energy, energy, e1, e2, coupling_re, dotProduct_neg, Complex.neg_re]
    ring
  have hx0 : x = 0 := by
    by_contra hne
    have ha := energy_pos hA hne
    by_cases hy0 : y = 0
    · have hz : energy (B + (μ : ℂ) • (1 : Matrix m m ℂ)) y = 0 := by
        rw [hy0]
        simp [energy]
      linarith
    · linarith [energy_pos hB hy0]
  have hy0 : y = 0 := by
    by_contra hne
    have hb := energy_pos hB hne
    have hz : energy (A - (μ : ℂ) • (1 : Matrix p p ℂ)) x = 0 := by
      rw [hx0]
      simp [energy]
    linarith
  ext i
  rcases i with i | i
  · exact congrFun (hx.symm.trans hx0) i
  · exact congrFun (hy.symm.trans hy0) i
```

## No bound on the coupling

The count places no condition on the size, rank or phases of $T$. By hand, $T$ drops out because the trial vectors are purely cationic or purely anionic.

`surface_level_count` has three conclusions: invertibility (`IsUnit`), the number of negative levels and the number of positive levels. Its hypotheses `hA` and `hB` are the positive definiteness of $A$ and $B$, which in Mathlib includes Hermiticity. Invertibility comes from the gap theorem at $\mu=0$, applied to the difference of two vectors with the same image. The maps `Jc` and `Ja` embed the cation and anion vectors, and `hp` and `hm` are the two lower bounds. The sets of negative and positive levels are disjoint and together have at most $p+m$ members, so `omega` obtains both equalities.

```lean
/-- For positive definite `A` and `B` and any coupling `T`, the dangling-bond Hamiltonian is
invertible, with one negative level per anion orbital and one positive level per cation
orbital. -/
theorem surface_level_count {A : Matrix p p ℂ} {B : Matrix m m ℂ}
    (hA : A.PosDef) (hB : B.PosDef) (T : Matrix p m ℂ) :
    IsUnit (surfaceH A T B) ∧
      valenceLevels (surfaceH_isHermitian hA.isHermitian hB.isHermitian T) =
        Fintype.card m ∧
      conductionLevels (surfaceH_isHermitian hA.isHermitian hB.isHermitian T) =
        Fintype.card p := by
  have hH := surfaceH_isHermitian hA.isHermitian hB.isHermitian T
  refine ⟨?_, ?_⟩
  · rw [← mulVec_injective_iff_isUnit]
    intro v w hvw
    have h0 : surfaceH A T B *ᵥ (v - w) = ((0 : ℝ) : ℂ) • (v - w) := by
      rw [mulVec_sub, sub_eq_zero.mpr hvw]
      simp
    exact sub_eq_zero.mp
      (no_state_in_gap T 0 (by simpa using hA) (by simpa using hB) h0)
  · let Jc : (p → ℂ) →ₗ[ℂ] (p ⊕ m → ℂ) :=
      { toFun := fun x => Sum.elim x 0
        map_add' := by intro x y; ext (i | i) <;> simp
        map_smul' := by intro c x; ext (i | i) <;> simp }
    let Ja : (m → ℂ) →ₗ[ℂ] (p ⊕ m → ℂ) :=
      { toFun := fun y => Sum.elim 0 y
        map_add' := by intro x y; ext (i | i) <;> simp
        map_smul' := by intro c x; ext (i | i) <;> simp }
    -- cation vectors bound the positive levels, anion vectors the negative ones
    have hp := card_le_of_definite hH 1 Jc (by
      intro x hx
      change 0 < 1 * energy (surfaceH A T B) (Sum.elim x 0)
      rw [energy_surfaceH]
      simpa [energy] using energy_pos hA hx)
    have hm := card_le_of_definite hH (-1) Ja (by
      intro y hy
      change 0 < -1 * energy (surfaceH A T B) (Sum.elim 0 y)
      rw [energy_surfaceH]
      simpa [energy] using energy_pos hB hy)
    simp only [one_mul] at hp
    simp only [neg_mul, one_mul, neg_pos] at hm
    -- the total number of levels leaves no room for more
    have hd : Disjoint (Finset.univ.filter fun i => hH.eigenvalues i < 0)
        (Finset.univ.filter fun i => 0 < hH.eigenvalues i) :=
      Finset.disjoint_filter.mpr fun i _ h h' => lt_asymm h h'
    have ht := Finset.card_le_univ ((Finset.univ.filter fun i => hH.eigenvalues i < 0) ∪
      (Finset.univ.filter fun i => 0 < hH.eigenvalues i))
    rw [Finset.card_union_of_disjoint hd, Fintype.card_sum] at ht
    unfold valenceLevels conductionLevels
    constructor <;> omega
```

The last theorem turns the level count into an electron count by adding two for each negative level.

```lean
/-- For positive definite `A` and `B` and any coupling `T`, filling the levels below zero
energy takes exactly two electrons per anion dangling orbital. -/
theorem two_electrons_per_anion {A : Matrix p p ℂ} {B : Matrix m m ℂ}
    (hA : A.PosDef) (hB : B.PosDef) (T : Matrix p m ℂ) :
    valenceElectrons (surfaceH_isHermitian hA.isHermitian hB.isHermitian T) =
      2 * Fintype.card m := by
  rw [← (surface_level_count hA hB T).2.1, valenceElectrons, valenceLevels,
    ← Finset.sum_filter, Finset.sum_const, smul_eq_mul, mul_comm]

end

end SurfaceElectronCounting
```

```lean
#print axioms SurfaceElectronCounting.two_electrons_per_anion
```

```
'SurfaceElectronCounting.two_electrons_per_anion' depends on axioms: [propext, Classical.choice, Quot.sound]
```

## Filling the bands of a GaAs(110) cell

For a periodic surface, the coupling between dangling orbitals carries Bloch phases, so $T$ is in general complex. In this model one can build $H$ at each wave vector, measure energies from the chosen zero, diagonalise, and put two electrons into each negative level. Wherever the blocks at that wave vector satisfy the definiteness conditions, this fills $m$ levels. A full tight-binding calculation usually includes further orbitals and finds the Fermi level from a given number of electrons.

The theorem gives the number of electrons needed. Whether a real surface supplies this number is a separate question, and the electron counting rule asks that it does. An unreconstructed GaAs(110) cell has one Ga and one As dangling orbital, so $m=1$ and two electrons are needed. The usual bond count assigns $3/4$ of an electron to the Ga orbital and $5/4$ to the As orbital, which together make two.
